# A thawed Gaussian whose parameters obey their equations of motion solves the one-dimensional harmonic Schrödinger equation exactly

Take a particle of mass \(m>0\) in a harmonic well of angular frequency \(w>0\), in the state

\[
\psi(t,x)=e^{-mwx^2/(2\hbar)}\,e^{-iwt/2}.
\]

The time derivative gives \(i\hbar\,\partial_t\psi=\tfrac12\hbar w\,\psi\). The kinetic term gives

\[
-\frac{\hbar^2}{2m}\partial_x^2\psi=\Big(\frac{\hbar w}{2}-\frac{mw^2x^2}{2}\Big)\psi,
\]

and the potential energy \(mw^2x^2/2\) removes the \(x^2\) term. Each term of the Schrödinger equation is a polynomial of degree at most two times \(\psi\), so only coefficients have to match. The same holds when the Gaussian moves and changes its width.

## The wavepacket and its equations

In Lean 4 with Mathlib:

```lean
import Mathlib

open Complex

namespace ThawedGaussian

noncomputable section
```

The packet has a real centre \(q\), a real momentum \(p\), a complex width parameter \(a\) and a complex phase \(g\), all differentiable functions of time. It is called thawed because \(a\) may change with time. `GaussianPath` bundles the four functions with their differentiability.

```lean
/-- Differentiable time-dependent parameters of a Gaussian wavepacket: real centre `q` and
momentum `p`, complex width `a` and complex phase `g`. -/
structure GaussianPath where
  q : ℝ → ℝ
  p : ℝ → ℝ
  a : ℝ → ℂ
  g : ℝ → ℂ
  dq : Differentiable ℝ q
  dp : Differentiable ℝ p
  da : Differentiable ℝ a
  dg : Differentiable ℝ g
```

The wavefunction is

\[
\psi(t,x)=\exp\!\Big(\frac{i}{\hbar}\big(a(x-q)^2+p(x-q)+g\big)\Big).
\]

It need not be normalised. If \(\operatorname{Im}a>0\), its squared norm is \(e^{-2\operatorname{Im}g/\hbar}\sqrt{\pi\hbar/(2\operatorname{Im}a)}\), so \(\operatorname{Im}g\) carries the normalisation.

```lean
/-- The thawed Gaussian `exp((i/ħ)(a(x-q)² + p(x-q) + g))`, for `ħ ≠ 0`. -/
def psi (hbar : ℝ) (G : GaussianPath) (t x : ℝ) : ℂ :=
  exp (I / hbar * (G.a t * (x - G.q t) ^ 2 + G.p t * (x - G.q t) + G.g t))
```

With \(H=-\frac{\hbar^2}{2m}\partial_x^2+\frac12mw^2x^2\), `SchrodingerAt` says that the required derivatives exist and that \(i\hbar\,\partial_t\psi=H\psi\) at one time and one position.

```lean
/-- The harmonic Schrödinger equation `iħ ∂ₜψ = -(ħ²/2m) ∂ₓ²ψ + (m w² x²/2) ψ` at time `t` and
position `x`, for `m ≠ 0`; the derivatives are required to exist. -/
def SchrodingerAt (hbar m w : ℝ) (ψ : ℝ → ℝ → ℂ) (t x : ℝ) : Prop :=
  ∃ (ψt : ℂ) (ψx : ℝ → ℂ) (ψxx : ℂ),
    HasDerivAt (fun s => ψ s x) ψt t ∧ (∀ y, HasDerivAt (ψ t) (ψx y) y) ∧
    HasDerivAt ψx ψxx x ∧
    I * hbar * ψt = -(hbar ^ 2 / (2 * m)) * ψxx + m * w ^ 2 * x ^ 2 / 2 * ψ t x
```

With dots for time derivatives, the equations of motion are

\[
\dot q=\frac pm,\quad \dot p=-mw^2q,\quad \dot a=-\frac{2a^2}{m}-\frac{mw^2}{2},\quad
\dot g=\frac{i\hbar a}{m}+\frac{p^2}{2m}-\frac{mw^2q^2}{2}. \tag{1}
\]

The first two are Newton's equations for the centre. The code multiplies the equations for \(q\), \(a\) and \(g\) by \(m\), which changes nothing for \(m>0\). Here \(w\) may be any real number, and \(w=0\) is the free particle.

```lean
/-- The equations of motion of the Gaussian parameters at time `t` in a harmonic well, those for
`q`, `a` and `g` being multiplied by the mass. -/
structure EquationsOfMotion (hbar m w : ℝ) (G : GaussianPath) (t : ℝ) : Prop where
  position : m * deriv G.q t = G.p t
  momentum : deriv G.p t = -(m * w ^ 2 * G.q t)
  width : m * deriv G.a t = -2 * G.a t ^ 2 - m ^ 2 * w ^ 2 / 2
  phase : m * deriv G.g t =
    I * hbar * G.a t + G.p t ^ 2 / 2 - m ^ 2 * w ^ 2 * G.q t ^ 2 / 2
```

The last definition is a quadratic polynomial in \(x-q\), written \(R(x)\) below, which part (d) derives.

```lean
/-- A quadratic polynomial in `x - q` whose coefficients combine the errors in the equations of
motion. -/
def defect (hbar m w : ℝ) (G : GaussianPath) (t x : ℝ) : ℂ :=
  (m * deriv G.a t + 2 * G.a t ^ 2 + m ^ 2 * w ^ 2 / 2) * (x - G.q t) ^ 2
  + (m * (deriv G.p t + m * w ^ 2 * G.q t)
      - 2 * G.a t * (m * deriv G.q t - G.p t)) * (x - G.q t)
  + (m * deriv G.g t - G.p t * (m * deriv G.q t - G.p t)
      - I * hbar * G.a t - G.p t ^ 2 / 2 + m ^ 2 * w ^ 2 * G.q t ^ 2 / 2)
```

Below, \(y=x-q(t)\).

## (a) The time derivative

Differentiate \(\psi\) in time at fixed \(x\), and show that

\[
\partial_t\psi=\frac i\hbar\big[\dot a\,y^2+(\dot p-2a\dot q)\,y-p\dot q+\dot g\big]\psi .
\]

**Solution.** Since \(\dot y=-\dot q\), the bracket in the exponent has derivative \(\dot a y^2-2a\dot q\,y+\dot p\,y-p\dot q+\dot g\). The chain rule multiplies this by \((i/\hbar)\psi\).

In the proof, `hy` and `hy2` are the derivatives of \(y\) and \(y^2\). The product rule and `cexp` assemble the rest, and `ring` collects powers of \(y\).

```lean
/-- The time derivative of the thawed Gaussian at a fixed position. -/
theorem hasDerivAt_time (hbar : ℝ) (G : GaussianPath) (t x : ℝ) :
    HasDerivAt (fun s => psi hbar G s x)
      (I / hbar * (deriv G.a t * (x - G.q t) ^ 2
        + (deriv G.p t - 2 * G.a t * deriv G.q t) * (x - G.q t)
        - G.p t * deriv G.q t + deriv G.g t) * psi hbar G t x) t := by
  have hy := (G.dq t).hasDerivAt.ofReal_comp.const_sub (x : ℂ)
  have hy2 : HasDerivAt (fun s => ((x : ℂ) - G.q s) ^ 2)
      (2 * (x - G.q t) * (-((deriv G.q t : ℝ) : ℂ))) t :=
    (hy.fun_pow 2).congr_deriv (by norm_num)
  have h := (((((G.da t).hasDerivAt.fun_mul hy2).fun_add
    ((G.dp t).hasDerivAt.ofReal_comp.fun_mul hy)).fun_add
    (G.dg t).hasDerivAt).const_mul (I / (hbar : ℂ))).cexp
  exact h.congr_deriv (by simp only [psi]; ring)
```

## (b) The first space derivative

Differentiate once in \(x\), and show that

\[
\partial_x\psi=\frac i\hbar(2ay+p)\,\psi .
\]

**Solution.** Now \(\partial_xy=1\), so \(ay^2+py+g\) has derivative \(2ay+p\), and the chain rule gives the result. The code follows the same route as in (a), with the parameters constant.

```lean
/-- The first space derivative of the thawed Gaussian. -/
theorem hasDerivAt_space (hbar : ℝ) (G : GaussianPath) (t x : ℝ) :
    HasDerivAt (psi hbar G t)
      (I / hbar * (2 * G.a t * (x - G.q t) + G.p t) * psi hbar G t x) x := by
  have hy := (hasDerivAt_id' x).ofReal_comp.sub_const (G.q t : ℂ)
  have hy2 : HasDerivAt (fun y : ℝ => ((y : ℂ) - G.q t) ^ 2) (2 * (x - G.q t)) x :=
    (hy.fun_pow 2).congr_deriv (by norm_num)
  have h := ((((hy2.const_mul (G.a t)).fun_add (hy.const_mul (G.p t : ℂ))).add_const
    (G.g t)).const_mul (I / (hbar : ℂ))).cexp
  exact h.congr_deriv (by simp only [psi, ofReal_one]; ring)
```

## (c) The second space derivative

Differentiate again, and show that

\[
\partial_x^2\psi=\Big[\frac{2ia}{\hbar}-\frac{(2ay+p)^2}{\hbar^2}\Big]\psi .
\]

**Solution.** By the product rule, the prefactor \(\frac i\hbar(2ay+p)\) contributes its derivative \(2ia/\hbar\), and \(\partial_x\psi\) contributes the prefactor once more, hence its square. In the code `fun_mul` is this product rule, applied to (b).

```lean
/-- The second space derivative of the thawed Gaussian. -/
theorem hasDerivAt_space_two (hbar : ℝ) (G : GaussianPath) (t x : ℝ) :
    HasDerivAt (fun y : ℝ => I / hbar * (2 * G.a t * (y - G.q t) + G.p t) * psi hbar G t y)
      ((I / hbar * (2 * G.a t) + (I / hbar * (2 * G.a t * (x - G.q t) + G.p t)) ^ 2)
        * psi hbar G t x) x := by
  have hy := (hasDerivAt_id' x).ofReal_comp.sub_const (G.q t : ℂ)
  have h := (((hy.const_mul (2 * G.a t)).add_const (G.p t : ℂ)).const_mul
    (I / (hbar : ℂ))).fun_mul (hasDerivAt_space hbar G t x)
  exact h.congr_deriv (by simp only [ofReal_one]; ring)
```

## (d) One polynomial decides

For \(\hbar,m>0\), show that

\[
m\,(i\hbar\,\partial_t\psi-H\psi)=-R\,\psi,
\]

and conclude that the Schrödinger equation holds at \(x\) exactly when \(R(x)=0\).

**Solution.** By (a) and (c), and with \(x=y+q\), the left side is \(\psi\) times

\[
-m\big[\dot ay^2+(\dot p-2a\dot q)y-p\dot q+\dot g\big]+i\hbar a-\frac{(2ay+p)^2}{2}-\frac{m^2w^2}{2}(y+q)^2 .
\]

Collecting powers of \(y\) gives \(-R\), with \(R=Ay^2+By+C\) and

\[
\begin{aligned}
A&=m\dot a+2a^2+\tfrac12m^2w^2,\\
B&=m(\dot p+mw^2q)-2a(m\dot q-p),\\
C&=m\dot g-p(m\dot q-p)-i\hbar a-\tfrac12p^2+\tfrac12m^2w^2q^2 .
\end{aligned}
\]

An exponential never vanishes and \(m\neq0\), so the equivalence follows.

The identity is `key`, proved by `linear_combination` from \(\hbar\cdot(i/\hbar)=i\), \(m\,m^{-1}=1\) and \(i^2=-1\). In the forward direction, uniqueness of derivatives identifies those supplied by `SchrodingerAt` with the ones in (a) to (c). The backward direction supplies them.

```lean
/-- For positive `ħ` and mass, the thawed Gaussian satisfies the harmonic Schrödinger equation at
a point exactly when the defect polynomial vanishes there. -/
theorem schrodingerAt_iff {hbar m : ℝ} (hh : 0 < hbar) (hm : 0 < m) (w : ℝ)
    (G : GaussianPath) (t x : ℝ) :
    SchrodingerAt hbar m w (psi hbar G) t x ↔ defect hbar m w G t x = 0 := by
  have hm0 : (m : ℂ) ≠ 0 := ofReal_ne_zero.2 hm.ne'
  have hc : (hbar : ℂ) * (I / hbar) = I := mul_div_cancel₀ I (ofReal_ne_zero.2 hh.ne')
  have hk : (m : ℂ) * (m : ℂ)⁻¹ = 1 := mul_inv_cancel₀ hm0
  have hψ : psi hbar G t x ≠ 0 := exp_ne_zero _
  -- `m (iħ ∂ₜψ - Hψ) = -defect · ψ`
  have key : (m : ℂ) * (I * hbar * (I / hbar * (deriv G.a t * (x - G.q t) ^ 2
        + (deriv G.p t - 2 * G.a t * deriv G.q t) * (x - G.q t)
        - G.p t * deriv G.q t + deriv G.g t) * psi hbar G t x)
      - (-(hbar ^ 2 / (2 * m)) * ((I / hbar * (2 * G.a t)
        + (I / hbar * (2 * G.a t * (x - G.q t) + G.p t)) ^ 2) * psi hbar G t x)
        + m * w ^ 2 * x ^ 2 / 2 * psi hbar G t x))
      = -(defect hbar m w G t x * psi hbar G t x) := by
    unfold defect
    generalize I / (hbar : ℂ) = c at hc ⊢
    generalize psi hbar G t x = ψ
    let τ : ℂ := deriv G.a t * (x - G.q t) ^ 2
        + (deriv G.p t - 2 * G.a t * deriv G.q t) * (x - G.q t)
        - G.p t * deriv G.q t + deriv G.g t
    let s : ℂ := 2 * G.a t * (x - G.q t) + G.p t
    linear_combination (hbar ^ 2 / 2 * (2 * G.a t * c + c ^ 2 * s ^ 2) * ψ) * hk
      + (m * I * τ * ψ + hbar * G.a t * ψ + (hbar * c + I) * s ^ 2 / 2 * ψ) * hc
      + ((m * τ + s ^ 2 / 2) * ψ) * I_sq
  constructor
  · rintro ⟨ψt, ψx, ψxx, h1, h2, h3, h4⟩
    have e2 := funext fun y => (h2 y).unique (hasDerivAt_space hbar G t y)
    rw [e2] at h3
    rw [h1.unique (hasDerivAt_time hbar G t x),
      h3.unique (hasDerivAt_space_two hbar G t x)] at h4
    rw [sub_eq_zero.2 h4, mul_zero] at key
    exact (mul_eq_zero.1 (neg_eq_zero.1 key.symm)).resolve_right hψ
  · intro h
    rw [h, zero_mul, neg_zero] at key
    exact ⟨_, _, _, hasDerivAt_time hbar G t x, hasDerivAt_space hbar G t,
      hasDerivAt_space_two hbar G t x, sub_eq_zero.1 ((mul_eq_zero.1 key).resolve_left hm0)⟩
```

## (e) The equations of motion suffice

Let \(\hbar,m>0\) and let (1) hold at time \(t\). Show that at every position

\[
R(x)=0,\qquad\text{hence}\qquad i\hbar\,\partial_t\psi=H\psi .
\]

**Solution.** The width equation gives \(A=0\). The position and momentum equations remove the two brackets in \(B\). In \(C\), the position equation removes \(p(m\dot q-p)\), and the phase equation cancels the rest. Part (d) finishes the argument.

The final `linear_combination` adds the four equations, as stated in the code, with weights \(y^2\) for the width, \(my\) for the momentum, \(-(2ay+p)\) for the position and \(1\) for the phase. If (1) holds at all times, so does the Schrödinger equation. The path is given, not constructed; the opening state is one, with \(q=p=0\), \(a=imw/2\) and \(g=-\hbar wt/2\).

If the initial state in a one-dimensional harmonic well is itself a Gaussian of this form with \(\operatorname{Im}a>0\), then (1) has a solution for all times, a standard fact that is not proved here. Keeping the Gaussian form at later times then adds no error, though integrating (1) numerically may. Replacing a non-Gaussian initial state by a Gaussian is a separate approximation. For anharmonic potentials the theorem gives no error bound.

```lean
/-- For positive `ħ` and mass, a thawed Gaussian whose parameters obey the equations of motion at
time `t` satisfies the harmonic Schrödinger equation at that time and every position. -/
theorem thawed_gaussian_exact {hbar m w : ℝ} (hh : 0 < hbar) (hm : 0 < m)
    {G : GaussianPath} {t : ℝ} (h : EquationsOfMotion hbar m w G t) (x : ℝ) :
    SchrodingerAt hbar m w (psi hbar G) t x := by
  rw [schrodingerAt_iff hh hm]
  have h1 : (m : ℂ) * deriv G.q t = G.p t := by exact_mod_cast h.position
  have h2 : ((deriv G.p t : ℝ) : ℂ) = -(m * w ^ 2 * G.q t) := by
    exact_mod_cast h.momentum
  unfold defect
  linear_combination ((x : ℂ) - G.q t) ^ 2 * h.width
    + ((x : ℂ) - G.q t) * (m * h2 - 2 * G.a t * h1) + h.phase - G.p t * h1
```

## (f) The equations of motion are forced

Let \(\hbar,m>0\) and \(\operatorname{Im}a(t)\neq0\). Show that

\[
i\hbar\,\partial_t\psi=H\psi\ \text{ at time } t \text{ for every } x\quad\Longrightarrow\quad\text{(1) holds at time } t .
\]

**Solution.** By (d), \(R\) vanishes everywhere. Three positions isolate its coefficients:

\[
C=R(q),\qquad B=\tfrac12[R(q+1)-R(q-1)],\qquad A=\tfrac12[R(q+1)+R(q-1)]-R(q).
\]

All three are zero. The imaginary part of \(B=0\) is \(-2\operatorname{Im}a\,(m\dot q-p)=0\), so \(m\dot q=p\). The real part then gives \(\dot p=-mw^2q\). Finally, \(A=0\) is the width equation, and \(C=0\) with \(m\dot q=p\) is the phase equation.

In the code, `e0`, `e1` and `e2` are the three evaluations, `hB` is \(B=0\), and `him` and `hre` are its imaginary and real parts.

```lean
/-- For positive `ħ` and mass and `Im a ≠ 0`, a thawed Gaussian that satisfies the harmonic
Schrödinger equation at time `t` and every position has parameters obeying the equations of
motion at that time. -/
theorem equations_of_exact {hbar m w : ℝ} (hh : 0 < hbar) (hm : 0 < m)
    {G : GaussianPath} {t : ℝ} (ha : (G.a t).im ≠ 0)
    (h : ∀ x, SchrodingerAt hbar m w (psi hbar G) t x) :
    EquationsOfMotion hbar m w G t := by
  -- three positions determine the three coefficients of the defect
  have e0 := (schrodingerAt_iff hh hm w G t _).1 (h (G.q t))
  have e1 := (schrodingerAt_iff hh hm w G t _).1 (h (G.q t + 1))
  have e2 := (schrodingerAt_iff hh hm w G t _).1 (h (G.q t - 1))
  unfold defect at e0 e1 e2
  push_cast at e1 e2
  have hB : ((m * (deriv G.p t + m * w ^ 2 * G.q t) : ℝ) : ℂ)
      - G.a t * ((2 * (m * deriv G.q t - G.p t) : ℝ) : ℂ) = 0 := by
    push_cast
    linear_combination (e1 - e2) / 2
  -- real and imaginary parts separate momentum and position
  have him := congrArg Complex.im hB
  have hre := congrArg Complex.re hB
  simp only [sub_im, sub_re, mul_im, mul_re, ofReal_re, ofReal_im, zero_im, zero_re] at him hre
  have hs : m * deriv G.q t - G.p t = 0 :=
    (mul_eq_zero.1 (by linear_combination -him / 2 :
      (G.a t).im * (m * deriv G.q t - G.p t) = 0)).resolve_left ha
  have hr : deriv G.p t + m * w ^ 2 * G.q t = 0 :=
    (mul_eq_zero.1 (by linear_combination hre + 2 * (G.a t).re * hs :
      m * (deriv G.p t + m * w ^ 2 * G.q t) = 0)).resolve_left hm.ne'
  have hsc : (m : ℂ) * deriv G.q t - G.p t = 0 := by exact_mod_cast hs
  exact ⟨by linarith, by linarith, by linear_combination (e1 + e2) / 2 - e0,
    by linear_combination e0 + G.p t * hsc⟩

end

end ThawedGaussian
```

## A real width parameter leaves the centre undetermined

The condition \(\operatorname{Im}a\neq0\) makes \(|\psi|\) depend on \(x\), with its extremum at \(q\). Without it the conclusion of (f) can fail. Take \(w=0\), \(a=p=g=0\) and \(q(t)=t\). Then \(\psi=1\) solves the free Schrödinger equation everywhere, but \(m\dot q=m\neq0=p\). Like every \(\psi\) with real \(a\), this one is not normalisable, so it is a solution of the equation but not a physical state.

```lean
#print axioms ThawedGaussian.thawed_gaussian_exact
#print axioms ThawedGaussian.equations_of_exact
```

```
'ThawedGaussian.thawed_gaussian_exact' depends on axioms: [propext, Classical.choice, Quot.sound]
'ThawedGaussian.equations_of_exact' depends on axioms: [propext, Classical.choice, Quot.sound]
```
